# The Franck-Condon weights exp(-s) s^m / m! of one mode sum to one, and their mean phonon number is s

For a single vibrational mode with Huang-Rhys factor s, the weight of the m-phonon line is defined as exp(-s) s^m / m!; it is not derived here from oscillator overlaps. `fcWeight_total_and_mean` states that the series of these weights over all m = 0, 1, 2, … converges to 1, and that the series of m times the weight converges to s. Both hold for every real s, though only for s ≥ 0 are the weights all non-negative and so readable as probabilities. The attempt gets the total from the complex generating function `hasSum_single_mode` at time zero, and the mean from the identity that m + 1 times the weight of line m + 1 is s times the weight of line m.

An attempt in Lean 4 with a fault in it:

```lean
import Mathlib

open Complex

namespace FcWeightTotalAndMean

noncomputable section

/-- The Franck-Condon weight `exp(-s) s^m / m!` of the `m`-phonon line of one mode with
Huang-Rhys factor `s`. -/
def fcWeight (s : ℝ) (m : ℕ) : ℝ := Real.exp (-s) * s ^ m / (m.factorial : ℝ)

/-- One mode: the phonon progression, each line with its phase, converges absolutely to
`exp(s (exp(i t w) - 1))`. -/
theorem hasSum_single_mode (s w t : ℝ) :
    Summable (fun m : ℕ => ‖(fcWeight s m : ℂ) * cexp (I * t * (m * w))‖) ∧
      HasSum (fun m : ℕ => (fcWeight s m : ℂ) * cexp (I * t * (m * w)))
        (cexp (s * (cexp (I * t * w) - 1))) := by
  -- each term is `exp(-s)` times a term of the exponential series at `z = s exp(i t w)`
  have hterm : ∀ m : ℕ, (fcWeight s m : ℂ) * cexp (I * t * (m * w)) =
      cexp (-s) * ((s * cexp (I * t * w)) ^ m / (m.factorial : ℂ)) := by
    intro m
    have hphase : cexp (I * t * (m * w)) = cexp (I * t * w) ^ m := by
      rw [← Complex.exp_nat_mul]
      congr 1
      ring
    rw [hphase, fcWeight]
    push_cast
    ring
  have hn : ∀ z : ℂ, Summable fun m : ℕ => ‖z ^ m / (m.factorial : ℂ)‖ := by
    intro z
    simpa [norm_div, norm_pow] using Real.summable_pow_div_factorial ‖z‖
  have hexp : ∀ z : ℂ, HasSum (fun m : ℕ => z ^ m / (m.factorial : ℂ)) (cexp z) := by
    intro z
    rw [Complex.exp_eq_exp_ℂ, NormedSpace.exp_eq_tsum_div]
    exact (hn z).of_norm.hasSum
  have hval : cexp (s * (cexp (I * t * w) - 1)) =
      cexp (-s) * cexp (s * cexp (I * t * w)) := by
    rw [← Complex.exp_add]
    congr 1
    ring
  simp only [hterm, hval]
  refine ⟨?_, (hexp _).mul_left _⟩
  simp only [norm_mul (cexp (-(s : ℂ)))]
  exact (hn _).mul_left _

/-- The Franck-Condon weights of one mode add up to one, and the mean phonon number is the
Huang-Rhys factor. -/
theorem fcWeight_total_and_mean (s : ℝ) :
    HasSum (fcWeight s) 1 ∧ HasSum (fun m : ℕ => fcWeight s m * (m : ℝ)) s := by
  have htotal : HasSum (fcWeight s) 1 := by
    -- the generating function at time zero
    have h := (hasSum_single_mode s 0 0).2
    simp only [Complex.ofReal_zero, mul_zero, Complex.exp_zero, mul_one, sub_self] at h
    exact_mod_cast h
  refine ⟨htotal, ?_⟩
  have hshift : ∀ m : ℕ, fcWeight s (m + 1) * ((m + 1 : ℕ) : ℝ) = s * fcWeight s m := by
    intro m
    have h1 : (m : ℝ) + 1 ≠ 0 := by positivity
    have h2 : (m.factorial : ℝ) ≠ 0 := by positivity
    rw [fcWeight, fcWeight, Nat.factorial_succ, pow_succ]
    push_cast
    field_simp
  rw [← hasSum_nat_add_iff' 1]
  simp only [hshift]
  simpa using htotal.mul_left s

end

end FcWeightTotalAndMean
```

Lean reports:

```
Main.lean:55:4: error: mod_cast has type
  HasSum (fun m => ↑(fcWeight s m)) 1
but is expected to have type
  HasSum (fcWeight s) 1
```

Cause. The error lies in the last step of the proof of the total. After the simplification, `h` says that the weights, cast to complex numbers, sum to the complex number 1. The goal is the same statement in the reals. `exact_mod_cast` was meant to remove the casts, but the message shows that the cast on `fcWeight s m` is still there, inside the function being summed. What is left is a `HasSum` in ℂ, which cannot serve as a proof of a `HasSum` in ℝ.

The repair makes the passage to the reals an explicit step. `Complex.reCLM` is the real part as a continuous linear map, and such a map carries a convergent sum to a convergent sum, so `Complex.reCLM.hasSum h` says that the real parts of the terms sum to the real part of 1. `simpa` then reduces the real part of a cast real number to that number, and the real part of 1 to 1, which gives the goal.

Fix (accepted with no message):

```diff
@@ -53,5 +53,5 @@
     have h := (hasSum_single_mode s 0 0).2
     simp only [Complex.ofReal_zero, mul_zero, Complex.exp_zero, mul_one, sub_self] at h
-    exact_mod_cast h
+    simpa using Complex.reCLM.hasSum h
   refine ⟨htotal, ?_⟩
   have hshift : ∀ m : ℕ, fcWeight s (m + 1) * ((m + 1 : ℕ) : ℝ) = s * fcWeight s m := by
```
